# With two or more basis functions, the energy quotient attains its minimum under a homogeneous linear constraint

In a finite real basis of at least two functions, with positive definite overlap matrix `S` and any real matrix `F`, the energy of a nonzero coefficient vector `c` is the quotient `c·Fc / c·Sc`. The lemma `exists_minimiser` states that, among the nonzero vectors satisfying one linear constraint `a·c = 0`, some `c` has the least energy. Vectors need not be normalised, so the bound reads `energy F S c * (x·Sx) ≤ x·Fx` for every `x` with `a·x = 0`; when `x·Sx = 1`, it says that `x·Fx` is at least the minimum energy. The proof finds a minimum on the part of the unit sphere that meets the constraint, which is compact, and extends it to all allowed vectors by rescaling.

Lean 4 with Mathlib refuses this proof:

```lean
import Mathlib

open Matrix

namespace CuspConstrainedOrbital

noncomputable section

variable {ι : Type*} [Fintype ι] {F S : Matrix ι ι ℝ}

/-- The energy quotient `c·Fc / c·Sc`, meant for nonzero `c` and positive definite `S`. -/
def energy (F S : Matrix ι ι ℝ) (c : ι → ℝ) : ℝ := (c ⬝ᵥ F *ᵥ c) / (c ⬝ᵥ S *ᵥ c)

/-- A positive definite overlap matrix is symmetric and gives nonzero vectors positive norm. -/
theorem overlap_form (hS : S.PosDef) : S.IsSymm ∧ ∀ x : ι → ℝ, x ≠ 0 → 0 < x ⬝ᵥ S *ᵥ x := by
  refine ⟨?_, fun x hx => by simpa using hS.dotProduct_mulVec_pos hx⟩
  have h := hS.isHermitian
  rw [Matrix.IsHermitian, Matrix.conjTranspose_eq_transpose_of_trivial] at h
  exact h

/-- Under one linear constraint `a·c = 0` the energy quotient attains its minimum. -/
theorem exists_minimiser [Nontrivial ι] (hS : S.PosDef) (F : Matrix ι ι ℝ) (a : ι → ℝ) :
    ∃ c, c ≠ 0 ∧ a ⬝ᵥ c = 0 ∧
      ∀ x, a ⬝ᵥ x = 0 → energy F S c * (x ⬝ᵥ S *ᵥ x) ≤ x ⬝ᵥ F *ᵥ x := by
  classical
  have hp := (overlap_form hS).2
  -- two basis functions suffice to meet the constraint
  obtain ⟨c₀, h0, ha0⟩ : ∃ c : ι → ℝ, c ≠ 0 ∧ a ⬝ᵥ c = 0 := by
    obtain ⟨i, j, hij⟩ := exists_pair_ne ι
    by_cases hj : a j = 0
    · exact ⟨Pi.single j 1, by simp, by simp [hj]⟩
    · refine ⟨a j • Pi.single i 1 - a i • Pi.single j 1, fun h => ?_, ?_⟩
      · have := congrFun h i
        simp [Pi.single_apply, hij, hj] at this
      · rw [dotProduct_sub, dotProduct_smul, dotProduct_smul, dotProduct_single,
          dotProduct_single]
        simp only [smul_eq_mul]
        ring
  let K : Set (ι → ℝ) := Metric.sphere 0 1 ∩ {c | a ⬝ᵥ c = 0}
  have hK : IsCompact K := (isCompact_sphere 0 1).inter_right
    (isClosed_eq (by simp only [dotProduct]; fun_prop) continuous_const)
  have hne : ∀ x ∈ K, x ≠ 0 := by
    rintro x hx rfl
    simpa using hx.1
  have hunit : ∀ x : ι → ℝ, x ≠ 0 → a ⬝ᵥ x = 0 → ‖x‖⁻¹ • x ∈ K := fun x hx hax =>
    ⟨by rw [mem_sphere_zero_iff_norm, norm_smul, norm_inv, norm_norm,
          inv_mul_cancel₀ (norm_ne_zero_iff.mpr hx)],
      by change a ⬝ᵥ (‖x‖⁻¹ • x) = 0; rw [dotProduct_smul, hax, smul_zero]⟩
  have hq : ∀ M : Matrix ι ι ℝ, Continuous fun c : ι → ℝ => c ⬝ᵥ M *ᵥ c := fun M => by
    simp only [dotProduct, Matrix.mulVec]
    fun_prop
  have hcont : ContinuousOn (energy F S) K :=
    (hq F).continuousOn.div (hq S).continuousOn fun x hx => (hp x (hne x hx)).ne'
  obtain ⟨c, hcK, hmin⟩ := hK.exists_isMinOn ⟨_, hunit c₀ h0 ha0⟩ hcont
  refine ⟨c, hne c hcK, hcK.2, fun x hx => ?_⟩
  by_cases hx0 : x = 0
  · simp [hx0]
  -- the quotient does not depend on the normalisation
  have ht : ‖x‖⁻¹ ≠ 0 := inv_ne_zero (norm_ne_zero_iff.mpr hx0)
  have hs : energy F S (‖x‖⁻¹ • x) = energy F S x := by
    simp only [energy, Matrix.mulVec_smul, smul_dotProduct, dotProduct_smul, smul_eq_mul]
    rw [← mul_assoc, ← mul_assoc, mul_div_mul_left _ _ (mul_ne_zero ht ht)]
  have h := isMinOn_iff.mp hmin _ (hunit x hx0 hx)
  rw [hs] at h
  exact (le_div_iff₀ (hp x hx0)).mp h

end

end CuspConstrainedOrbital
```

The error:

```
Main.lean:41:21: error: `simp` made no progress
Main.lean:34:14: warning: This simp argument is unused:
  Pi.single_apply

Hint: Omit it from the simp argument list.
  [apply] simp [hij, hj] at this

Note: This linter can be disabled with `set_option linter.unusedSimpArgs false`
```

The repair, with which the file compiles:

```diff
@@ -32,5 +32,5 @@
     · refine ⟨a j • Pi.single i 1 - a i • Pi.single j 1, fun h => ?_, ?_⟩
       · have := congrFun h i
-        simp [Pi.single_apply, hij, hj] at this
+        simp [hij, hj] at this
       · rw [dotProduct_sub, dotProduct_smul, dotProduct_smul, dotProduct_single,
           dotProduct_single]
@@ -39,5 +39,6 @@
   let K : Set (ι → ℝ) := Metric.sphere 0 1 ∩ {c | a ⬝ᵥ c = 0}
   have hK : IsCompact K := (isCompact_sphere 0 1).inter_right
-    (isClosed_eq (by simp only [dotProduct]; fun_prop) continuous_const)
+    (isClosed_eq (by change Continuous fun c : ι → ℝ => ∑ i, a i * c i; fun_prop)
+      continuous_const)
   have hne : ∀ x ∈ K, x ≠ 0 := by
     rintro x hx rfl
```

Diagnosis. The error arises in proving that the constraint set is closed, where `isClosed_eq` needs `a ⬝ᵥ c` to be continuous in `c`. Lean infers the function by unification and finds it in the short form `dotProduct a`, with no second vector written. `simp only [dotProduct]` unfolds the product only when both vectors are present, so it finds nothing to rewrite and reports "`simp` made no progress".

The repair uses `change` to restate the goal as continuity of `fun c => ∑ i, a i * c i`. This is the same function by definition, so Lean accepts the restatement, and `fun_prop` can then prove continuity from the explicit finite sum of products.

The warning is separate: `simp` did not need `Pi.single_apply` to show that the constructed vector is nonzero. Removing it is mere tidying.
